# Linear extrapolation narrows the stable range of a scalar incomplete SCF correction from |a| < 1 to −1/3 < a < 1

Take an SCF correction that halves the error of its starting guess and reverses its sign. Repeated at fixed ionic positions, it converges. Now use it once per molecular dynamics step, with a guess extrapolated linearly from the two previous results. If the converged value moves uniformly and two successive errors are 1 and −1, the next guess has error 2·(−1) − 1 = −3, and the correction leaves 3/2. The following errors are −2 and 11/4. The run drifts away from the electronic ground state although every single correction reduces the error of its guess. Convergence at fixed positions therefore does not guarantee stability with extrapolation.

The calculation below finds the exact stable range for one real error component with a constant residual factor a.

```lean
import Mathlib

open Filter Topology

namespace ExtrapolatedSCF

noncomputable section
```

## One correction and one time step

Let s be the converged value of some electronic quantity, for instance one component of the density, and let g be the guess. The incomplete correction returns

s + a(g − s).

The residual factor a is the fraction of the error that survives. It stands for the whole correction made in one time step: if this consists of m linear-mixing cycles that each multiply the error by c, then a = cᵐ. A negative a means that the correction overshoots. In Lean, s is `target` and g is `guess`, both real numbers.

```lean
/-- An incomplete SCF correction: the deviation of the guess from the converged value `target`
is multiplied by the residual factor `a`. -/
def scfCorrect (a target guess : ℝ) : ℝ := target + a * (guess - target)
```

Let x(n) be the result at time step n, and s(n) the converged value there. Linear extrapolation supplies the guess 2x(n+1) − x(n) for step n+2, so

x(n+2) = s(n+2) + a(2x(n+1) − x(n) − s(n+2)).

The predicate `IsExtrapolatedRun a s x` says that this holds for every n. The first two results x(0) and x(1) are free. The sequence s is given in advance, so errors in the electronic state do not act back on the ionic trajectory.

```lean
/-- A molecular dynamics run `x` in which each incomplete SCF correction towards the converged
value `s` starts from the linear extrapolation of the two previous results. -/
def IsExtrapolatedRun (a : ℝ) (s x : ℕ → ℝ) : Prop :=
  ∀ n, x (n + 2) = scfCorrect a (s (n + 2)) (2 * x (n + 1) - x n)
```

For the errors e(n), the recurrence to be studied is

e(n+2) = a(2e(n+1) − e(n)).

```lean
/-- For a uniformly drifting converged value, the error recurrence of linear extrapolation followed
by a correction with residual factor `a`. -/
def IsErrorSeq (a : ℝ) (e : ℕ → ℝ) : Prop :=
  ∀ n, e (n + 2) = a * (2 * e (n + 1) - e n)
```

Any two initial errors determine one such sequence. `errorSeq a x y` constructs it; here `x` and `y` are the errors at steps 0 and 1.

```lean
/-- The error sequence with the first two errors `x` and `y`. -/
def errorSeq (a x y : ℝ) : ℕ → ℝ
  | 0 => x
  | 1 => y
  | n + 2 => a * (2 * errorSeq a x y (n + 1) - errorSeq a x y n)
```

To follow the errors without solving the recurrence, use a quadratic form in two successive errors:

V(n) = (1 + a)(e(n+1)² + e(n)²) − 4a e(n+1)e(n).

In Lean, V(n) is `errorForm a e n`.

```lean
/-- A quadratic form in the two successive errors `e n` and `e (n + 1)`, with coefficients that
depend on `a`. For `-1/3 < a < 1` it serves as a Lyapunov function of the error recurrence. -/
def errorForm (a : ℝ) (e : ℕ → ℝ) (n : ℕ) : ℝ :=
  (1 + a) * (e (n + 1) ^ 2 + e n ^ 2) - 4 * a * e (n + 1) * e n
```

## Uniform drift leaves a closed recurrence for the error

Suppose that the converged value moves by the same amount v in every time step, s(n) = s₀ + nv. Linear extrapolation is exact for such a sequence:

2s(n+1) − s(n) = s(n+2).

With e(n) = x(n) − s(n), subtracting s(n+2) from the equation of the run gives

e(n+2) = a(2x(n+1) − x(n) − s(n+2)) = a(2e(n+1) − e(n)).

The steps can be reversed, so the run equation and the error recurrence are equivalent. The Lean proof compares them at each n, and `linear_combination h` does the rearrangement in both directions.

Uniform drift is an idealisation of a short stretch of trajectory. For a general s(n), the recurrence acquires the source term −a(s(n+2) − 2s(n+1) + s(n)), which comes from the curvature of the path.

```lean
/-- When the converged value drifts uniformly in time, a sequence is an extrapolated run exactly
when its deviation from the converged value obeys the error recurrence. -/
theorem run_iff_error (a s₀ v : ℝ) (x : ℕ → ℝ) :
    IsExtrapolatedRun a (fun n => s₀ + n * v) x ↔
      IsErrorSeq a (fun n => x n - (s₀ + n * v)) := by
  simp only [IsExtrapolatedRun, IsErrorSeq, scfCorrect]
  refine forall_congr' fun n => ?_
  push_cast
  constructor <;> intro h <;> linear_combination h
```

## The quadratic form changes by 1 − a times a square

Subtract two successive values of V. The terms in e(n+1)² cancel, and the rest factorises:

V(n) − V(n+1) = (e(n) − e(n+2)) [(1 + a)(e(n) + e(n+2)) − 4a e(n+1)].

The recurrence gives 4a e(n+1) = 2e(n+2) + 2a e(n), which turns the bracket into (1 − a)(e(n) − e(n+2)). Hence

V(n) − V(n+1) = (1 − a)(e(n+2) − e(n))².

The direction in which V moves is therefore fixed by the sign of 1 − a alone. Lean checks the identity by substituting the recurrence for e(n+2) and expanding.

```lean
/-- For errors that obey the recurrence, the quadratic form drops in one time step by `1 - a` times
the squared change of the error over two steps. -/
theorem errorForm_drop {a : ℝ} {e : ℕ → ℝ} (h : IsErrorSeq a e) (n : ℕ) :
    errorForm a e n - errorForm a e (n + 1) = (1 - a) * (e (n + 2) - e n) ^ 2 := by
  show (1 + a) * (e (n + 1) ^ 2 + e n ^ 2) - 4 * a * e (n + 1) * e n
    - ((1 + a) * (e (n + 2) ^ 2 + e (n + 1) ^ 2) - 4 * a * e (n + 2) * e (n + 1))
    = (1 - a) * (e (n + 2) - e n) ^ 2
  rw [h n]
  ring
```

## Between −1/3 and 1 every error dies out

Let −1/3 < a < 1. Then V never increases, by the identity just found. It is also nonnegative, because

2V(n) = (1 − a)(e(n+1) + e(n))² + (1 + 3a)(e(n+1) − e(n))²

and both coefficients are positive. A decreasing sequence that is bounded below converges, so V(n) − V(n+1) → 0. Dividing by 1 − a shows that the two-step differences

d(n) = e(n+2) − e(n)

tend to zero.

It remains to recover the error from these differences. The recurrence at n+1 gives

d(n+1) = 2a e(n+2) − (1 + a)e(n+1).

Multiply by 2a and replace 2a e(n+1) by e(n+2) + a e(n):

2a d(n+1) = (4a² − 1 − a)e(n+2) − a(1 + a)e(n).

Adding (1 + a − 4a²)d(n) removes e(n+2) and leaves

2a d(n+1) + (1 + a − 4a²)d(n) = (a − 1)(3a + 1)e(n).

The left side tends to zero, and the factor in front of e(n) is nonzero in the stable range. So e(n) → 0.

In the code, `hanti` and `hpos` are the monotonicity and the nonnegativity of V, and `hV` is its convergence. `hsq` and `hd` give the limits of d(n)² and d(n), `key` is the last identity, and `hD` permits the division.

```lean
/-- For a residual factor between `-1/3` and `1`, every error sequence tends to zero. -/
theorem error_tendsto_zero {a : ℝ} {e : ℕ → ℝ} (h : IsErrorSeq a e)
    (h1 : -1 / 3 < a) (h2 : a < 1) : Tendsto e atTop (𝓝 0) := by
  -- the quadratic form is decreasing and nonnegative, hence convergent
  have hanti : Antitone (errorForm a e) := antitone_nat_of_succ_le fun n => by
    linarith [errorForm_drop h n,
      mul_nonneg (sub_nonneg.2 h2.le) (sq_nonneg (e (n + 2) - e n))]
  have hpos : ∀ n, 0 ≤ errorForm a e n := fun n => by
    have p1 := mul_nonneg (sub_nonneg.2 h2.le) (sq_nonneg (e (n + 1) + e n))
    have p2 := mul_nonneg (show 0 ≤ 1 + 3 * a by linarith) (sq_nonneg (e (n + 1) - e n))
    unfold errorForm
    linarith
  have hb : BddBelow (Set.range (errorForm a e)) :=
    ⟨0, by rintro _ ⟨n, rfl⟩; exact hpos n⟩
  have hV := tendsto_atTop_ciInf hanti hb
  -- so the change of the error over two steps dies out
  have hsq : Tendsto (fun n => (e (n + 2) - e n) ^ 2) atTop (𝓝 0) := by
    have h3 := (hV.sub (hV.comp (tendsto_add_atTop_nat 1))).const_mul (1 - a)⁻¹
    rw [sub_self, mul_zero] at h3
    refine h3.congr fun n => ?_
    change (1 - a)⁻¹ * (errorForm a e n - errorForm a e (n + 1)) = _
    rw [errorForm_drop h n, inv_mul_cancel_left₀ (sub_pos.2 h2).ne']
  have hd : Tendsto (fun n => e (n + 2) - e n) atTop (𝓝 0) := by
    have h4 := hsq.sqrt
    simp only [Real.sqrt_sq_eq_abs, Real.sqrt_zero] at h4
    exact (tendsto_zero_iff_abs_tendsto_zero _).2 h4
  -- the error itself is a combination of two such changes
  have hD : (a - 1) * (3 * a + 1) ≠ 0 :=
    mul_ne_zero (by linarith) (by linarith)
  have hlim := (((hd.comp (tendsto_add_atTop_nat 1)).const_mul (2 * a)).add
    (hd.const_mul (1 + a - 4 * a ^ 2))).const_mul ((a - 1) * (3 * a + 1))⁻¹
  rw [mul_zero, mul_zero, add_zero, mul_zero] at hlim
  refine hlim.congr fun n => ?_
  have e2 : e (n + 2) = a * (2 * e (n + 1) - e n) := h n
  have e3 : e (n + 1 + 2) = a * (2 * e (n + 2) - e (n + 1)) := h (n + 1)
  have key : 2 * a * (e (n + 1 + 2) - e (n + 1)) + (1 + a - 4 * a ^ 2) * (e (n + 2) - e n)
      = (a - 1) * (3 * a + 1) * e n := by
    linear_combination (2 * a) * e3 + (1 + a) * e2
  change ((a - 1) * (3 * a + 1))⁻¹ * (2 * a * (e (n + 1 + 2) - e (n + 1))
    + (1 + a - 4 * a ^ 2) * (e (n + 2) - e n)) = e n
  rw [key, inv_mul_cancel_left₀ hD]
```

## Outside the range some error persists

V is a polynomial in e(n) and e(n+1) without a constant term. If the errors tend to zero, V must do so too, for any a.

```lean
/-- If the errors tend to zero, so does the quadratic form. -/
theorem errorForm_tendsto_zero (a : ℝ) {e : ℕ → ℝ} (he : Tendsto e atTop (𝓝 0)) :
    Tendsto (errorForm a e) atTop (𝓝 0) := by
  have h1 := he.comp (tendsto_add_atTop_nat 1)
  have key : Tendsto (errorForm a e) atTop
      (𝓝 ((1 + a) * (0 ^ 2 + 0 ^ 2) - 4 * a * 0 * 0)) :=
    (((h1.pow 2).add (he.pow 2)).const_mul (1 + a)).sub ((h1.const_mul (4 * a)).mul he)
  simpa using key
```

This rules out decay whenever V starts on one side of zero and can only move further away. Three cases exhaust the values of a outside the stable range.

For a < −1/3, start with the errors 1 and −1. Then

V(0) = 2(1 + a) + 4a = 2 + 6a < 0,

and V cannot increase because 1 − a > 0. It stays at or below a negative number and cannot tend to zero.

For a = −1/3, the sequence e(n) = (−1)ⁿ is a solution. Extrapolation turns it into a guess with error −3(−1)ⁿ, and the correction multiplies this by −1/3, which gives (−1)ⁿ⁺² again.

For a ≥ 1, start with the errors 1 and 0. Then V(0) = 1 + a > 0, and V cannot decrease because 1 − a ≤ 0.

In the first and third cases, Lean compares V(0) with the limit 0 through `le_of_tendsto'` and `ge_of_tendsto'`, and `linarith` finds the contradiction. In the boundary case the absolute value of the error is always 1.

```lean
/-- For a residual factor at most `-1/3` or at least `1`, some error sequence does not tend
to zero. -/
theorem exists_persistent_error {a : ℝ} (ha : a ≤ -1 / 3 ∨ 1 ≤ a) :
    ∃ e, IsErrorSeq a e ∧ ¬ Tendsto e atTop (𝓝 0) := by
  rcases ha with ha | ha
  · rcases ha.lt_or_eq with hlt | heq
    · -- the form starts negative and cannot increase
      have he : IsErrorSeq a (errorSeq a 1 (-1)) := fun n => rfl
      refine ⟨_, he, fun ht => ?_⟩
      have hanti : Antitone (errorForm a (errorSeq a 1 (-1))) :=
        antitone_nat_of_succ_le fun n => by
          linarith [errorForm_drop he n, mul_nonneg (show 0 ≤ 1 - a by linarith)
            (sq_nonneg (errorSeq a 1 (-1) (n + 2) - errorSeq a 1 (-1) n))]
      have h0 := le_of_tendsto' (errorForm_tendsto_zero a ht) fun n => hanti (Nat.zero_le n)
      have hv : errorForm a (errorSeq a 1 (-1)) 0 = 2 + 6 * a := by
        simp only [errorForm, errorSeq]
        ring
      linarith
    · -- at the boundary the error alternates in sign for ever
      refine ⟨fun n => (-1) ^ n, fun n => ?_, fun ht => ?_⟩
      · simp only [heq]
        ring
      · have h1 : (1 : ℝ) ≤ |0| := ge_of_tendsto' ht.abs fun n => by simp
        norm_num at h1
  · -- the form starts positive and cannot decrease
    have he : IsErrorSeq a (errorSeq a 1 0) := fun n => rfl
    refine ⟨_, he, fun ht => ?_⟩
    have hmono : Monotone (errorForm a (errorSeq a 1 0)) :=
      monotone_nat_of_le_succ fun n => by
        linarith [errorForm_drop he n, mul_nonneg (sub_nonneg.2 ha)
          (sq_nonneg (errorSeq a 1 0 (n + 2) - errorSeq a 1 0 n))]
    have h0 := ge_of_tendsto' (errorForm_tendsto_zero a ht) fun n => hmono (Nat.zero_le n)
    have hv : errorForm a (errorSeq a 1 0) 0 = 1 + a := by
      simp only [errorForm, errorSeq]
      ring
    linarith
```

## The criterion for errors and for runs

The two halves combine into the equivalence

every error sequence tends to zero ⇔ −1/3 < a < 1.

The quantifier over `e` matters. Outside the range particular errors may still decay, and the zero sequence always does; the theorem says that not all of them do. The proof in Lean applies the decay theorem in one direction and the persistent errors in the other.

```lean
/-- Every sequence that obeys the error recurrence `IsErrorSeq a` tends to zero if and only if the
residual factor lies strictly between `-1/3` and `1`. -/
theorem all_errors_decay_iff (a : ℝ) :
    (∀ e, IsErrorSeq a e → Tendsto e atTop (𝓝 0)) ↔ -1 / 3 < a ∧ a < 1 := by
  refine ⟨fun H => ?_, fun h e he => error_tendsto_zero he h.1 h.2⟩
  by_contra hc
  have ha : a ≤ -1 / 3 ∨ 1 ≤ a := by
    rcases le_or_gt a (-1 / 3) with h | h
    · exact Or.inl h
    · exact Or.inr (not_lt.1 fun h' => hc ⟨h, h'⟩)
  obtain ⟨e, he, hn⟩ := exists_persistent_error ha
  exact hn (H e he)
```

The same criterion holds for the runs themselves. Let the converged value be s₀ + nv. A run x that follows it has the error sequence x(n) − (s₀ + nv), and conversely each error sequence e gives a run e(n) + s₀ + nv. So all runs approach the moving converged value exactly when all error sequences decay. The limit in the Lean statement is that of the difference between the run and its target, since the target itself need not converge. The drift v and the offset s₀ are arbitrary and do not enter the criterion.

```lean
/-- For a uniformly drifting converged value, every extrapolated run approaches it if and only if
the residual factor lies strictly between `-1/3` and `1`. -/
theorem all_runs_track_iff (a s₀ v : ℝ) :
    (∀ x, IsExtrapolatedRun a (fun n => s₀ + n * v) x →
      Tendsto (fun n : ℕ => x n - (s₀ + n * v)) atTop (𝓝 0)) ↔ -1 / 3 < a ∧ a < 1 := by
  rw [← all_errors_decay_iff]
  refine ⟨fun H e he => ?_, fun H x hx => H _ ((run_iff_error a s₀ v x).1 hx)⟩
  have h := H (fun n => e n + (s₀ + n * v))
    ((run_iff_error a s₀ v _).2 (by simpa only [add_sub_cancel_right] using he))
  simpa only [add_sub_cancel_right] using h
```

## The wider range without extrapolation

For comparison, keep the converged value s fixed and start each correction from the previous result:

x(n+1) = s + a(x(n) − s).

The error is multiplied by a at every step, so

x(n) = s + aⁿ(x(0) − s).

All such runs converge to s exactly when aⁿ → 0, that is, when |a| < 1. In the Lean proof, the run s + aⁿ shows that this condition is necessary, and induction on n gives the formula that makes it sufficient.

Setting v = 0 in the preceding theorem puts the extrapolated run in the same situation, with a fixed target. The difference is then the interval −1 < a ≤ −1/3, where restarting converges and extrapolation does not always do so. Only overshooting corrections lose their stability. For 0 < a < 1 the errors still die out, but more slowly: the roots of λ² − 2aλ + a = 0 have modulus √a, so the errors shrink on average by a factor √a per step instead of a. This comparison is for a fixed target. If the target drifts by v per step, restarting from the previous result with |a| < 1 leaves a steady error −av/(1 − a), which linear extrapolation removes when −1/3 < a < 1.

For molecular dynamics with a fixed, small number of SCF cycles per step, this suggests watching for overshooting corrections when extrapolation is switched on, as far as the error behaves like a single linear mode with a real, constant residual factor. The model leaves out the coupling between modes, complex factors, nonlinear response and the re-orthonormalisation of extrapolated orbitals.

```lean
/-- Without extrapolation, when each correction towards a fixed converged value `s` starts from
the previous result, every run converges to `s` if and only if `|a| < 1`. -/
theorem all_restarts_converge_iff (a s : ℝ) :
    (∀ x : ℕ → ℝ, (∀ n, x (n + 1) = scfCorrect a s (x n)) → Tendsto x atTop (𝓝 s)) ↔
      |a| < 1 := by
  rw [← tendsto_pow_atTop_nhds_zero_iff]
  constructor
  · intro H
    have h := (H (fun n => s + a ^ n) fun n => by
      simp only [scfCorrect]
      ring).sub_const s
    simpa only [add_sub_cancel_left, sub_self] using h
  · intro ha x hx
    -- the initial error is multiplied by `a` at every step
    have hn : ∀ n, x n = a ^ n * (x 0 - s) + s := by
      intro n
      induction n with
      | zero => ring
      | succ n ih =>
        rw [hx n, ih, scfCorrect]
        ring
    have h := (ha.mul_const (x 0 - s)).add_const s
    rw [zero_mul, zero_add] at h
    exact h.congr fun n => (hn n).symm

end

end ExtrapolatedSCF
```

```lean
#print axioms ExtrapolatedSCF.all_runs_track_iff
#print axioms ExtrapolatedSCF.all_restarts_converge_iff
```

```
'ExtrapolatedSCF.all_runs_track_iff' depends on axioms: [propext, Classical.choice, Quot.sound]
'ExtrapolatedSCF.all_restarts_converge_iff' depends on axioms: [propext, Classical.choice, Quot.sound]
```
